# The antisymmetrizer is a linear idempotent map whose fixed points are the antisymmetric functions

## Definitions and conventions

Let X be the set of coordinates of one particle. For an electron a point of X is a position together with a spin label, but no structure on X is used. The N particles carry the labels 0, 1, …, N − 1, and a configuration is a list x = (x₀, …, x_{N−1}) of points of X, regarded as a map from labels to coordinates. A wave function is any complex function F of the configuration.

A permutation σ of the labels acts on a configuration by composition:

(x∘σ)ᵢ = x_{σ(i)}

The product στ means τ first and then σ, so that

(x∘σ)∘τ = x∘(στ).

The sign sgn σ is +1 for an even and −1 for an odd permutation. The permutation operator P_τ and the antisymmetrizer A are defined by

(P_τ F)(x) = F(x∘τ),

(A F)(x) = (1/N!) Σ_σ sgn σ · F(x∘σ),

with the sum over all N! permutations. A function F is called antisymmetric if

F(x∘σ) = sgn σ · F(x) for every σ and every x.

For two particles the definition reads (A F)(x₀, x₁) = ½ [F(x₀, x₁) − F(x₁, x₀)].

## The claim

For every N and every X, the map A is linear over ℂ, satisfies A(A F) = A F, and leaves F unchanged exactly when F is antisymmetric. This makes A a projector in the algebraic sense; the usual statement that the antisymmetrizer is an orthogonal projector on a Hilbert space also contains self-adjointness, which needs an inner product and is not proved in this text.

Wave functions of identical fermions are required to be antisymmetric, and A turns any trial function of N particles into an antisymmetric one, possibly zero. Applied to a product of orbitals it gives, up to a constant factor, the determinant used in electronic-structure theory, here as a pointwise identity between unnormalised functions with no integrals involved.

## Derivation by hand

Two properties of the sign are used throughout:

sgn(στ) = sgn σ · sgn τ,  (sgn σ)² = 1.

Linearity holds term by term. For complex numbers a and b,

A(aF + bG)(x) = (1/N!) Σ_σ sgn σ · [a F(x∘σ) + b G(x∘σ)] = a (A F)(x) + b (A G)(x).

Next, A F is antisymmetric for every F. Fix τ and evaluate A F at the relabelled configuration:

(A F)(x∘τ) = (1/N!) Σ_σ sgn σ · F((x∘τ)∘σ) = (1/N!) Σ_σ sgn σ · F(x∘(τσ)).

Put ρ = τσ. As σ runs through all permutations, ρ runs through all permutations once, because σ = τ⁻¹ρ. The signs are related by

sgn τ · sgn ρ = (sgn τ)² · sgn σ = sgn σ.

Therefore

(A F)(x∘τ) = sgn τ · (1/N!) Σ_ρ sgn ρ · F(x∘ρ) = sgn τ · (A F)(x).

Now let F be antisymmetric. Every term of the defining sum has the same value,

sgn σ · F(x∘σ) = (sgn σ)² F(x) = F(x),

and there are N! terms, so

(A F)(x) = (1/N!) · N! · F(x) = F(x).

Conversely, if A F = F, then F equals a function that was just shown to be antisymmetric. The fixed points of A are thus exactly the antisymmetric functions. Idempotency follows at once: A F is antisymmetric, so A leaves it unchanged, and A(A F) = A F.

The prefactor matters in this last step. With 1/√(N!) in place of 1/N!, an antisymmetric F is sent to √(N!) · F. For N = 2 and F = x₀ − x₁ the result is √2 · (x₀ − x₁), which differs from F, so the rescaled map does not fix the antisymmetric functions and is not idempotent.

Four further properties follow with the same tools. The first concerns relabelling before antisymmetrizing:

A(P_τ F)(x) = (1/N!) Σ_σ sgn σ · F((x∘σ)∘τ) = (1/N!) Σ_σ sgn σ · F(x∘(στ)).

The substitution is now ρ = στ, with τ on the right. Again sgn τ · sgn ρ = sgn σ, and so

A(P_τ F) = sgn τ · A F.

The second reduces antisymmetry to pair exchanges. Let (i j) be the transposition of two different labels, with sign −1. An antisymmetric F satisfies F(x∘(i j)) = −F(x). Conversely, suppose that this holds for all i ≠ j and all x. Every permutation is a product of transpositions, so it suffices to argue by induction over such products. The identity has sign +1 and leaves F(x) unchanged. If F(y∘f) = sgn f · F(y) holds for all y, take y = x∘(i j):

F(x∘((i j) f)) = F((x∘(i j))∘f) = sgn f · F(x∘(i j)) = −sgn f · F(x) = sgn((i j) f) · F(x).

The third is the vanishing at coincidence. If xᵢ = xⱼ with i ≠ j, the exchange leaves the configuration as it is, x∘(i j) = x. Since A F changes sign under the exchange,

(A F)(x) = −(A F)(x),

and hence (A F)(x) = 0. The condition i ≠ j cannot be dropped. For i = j the equation xᵢ = xⱼ holds for every configuration, while A applied to x₀ − x₁ has the value 1 at (1, 0).

The fourth is the determinant. For orbitals φ₀, …, φ_{N−1}, each a complex function on X, the Hartree product is H(x) = Πᵢ φᵢ(xᵢ), and the Slater matrix has entries Mᵢⱼ = φⱼ(xᵢ). Then H(x∘σ) = Πᵢ φᵢ(x_{σ(i)}) = Πᵢ M_{σ(i), i}, and the Leibniz formula det M = Σ_σ sgn σ · Πᵢ M_{σ(i), i} gives

(A H)(x) = (1/N!) det M.

## The formal objects

The one-particle set `X` is an arbitrary type and `N` an arbitrary natural number. Every general theorem below holds for all choices of both, including N = 0 and N = 1.

In Lean 4 with Mathlib:

```lean
import Mathlib

open Equiv

namespace Antisymmetrizer

noncomputable section

variable {X : Type*} {N : ℕ}
```

The labels form the type `Fin N`, a configuration is a map `Fin N → X`, and a wave function is a map from configurations to ℂ. There is no measure on `X`, so there is no norm, no square-integrability and no identification of functions that agree almost everywhere. An equation between wave functions means equality at every configuration. Sums and scalar multiples of wave functions are pointwise.

```lean
/-- Complex wave functions of `N` particles, each with a coordinate in `X`. -/
abbrev Wave (X : Type*) (N : ℕ) := (Fin N → X) → ℂ
```

Mathlib's `Equiv.Perm.sign` takes values in the units of the integers, that is in {+1, −1}. The function `sgn` carries this value into ℂ, where it can multiply a wave function. The type `Perm (Fin N)` is the symmetric group on the labels, and its product is composition with the right-hand factor applied first, as in the convention above.

```lean
/-- The sign of a permutation of the particle labels, as a complex number. -/
def sgn (σ : Perm (Fin N)) : ℂ := (((Equiv.Perm.sign σ : ℤˣ) : ℤ) : ℂ)
```

The operator P_τ is `permute τ`. It fixes the convention that the argument is `x ∘ τ`, with no inverse on τ.

```lean
/-- The permutation operator: `F` evaluated on the relabelled configuration `x ∘ τ`. -/
def permute (τ : Perm (Fin N)) (F : Wave X N) (x : Fin N → X) : ℂ := F (x ∘ τ)
```

The antisymmetrizer is the defining formula, with the prefactor 1/N! and the sum over the whole group.

```lean
/-- The antisymmetrizer: the signed average of `F` over all `N!` relabellings. -/
def asym (F : Wave X N) (x : Fin N → X) : ℂ :=
  (1 / (N.factorial : ℂ)) * ∑ σ : Perm (Fin N), sgn σ * F (x ∘ σ)
```

Antisymmetry is stated for all permutations and all configurations. It is a property that a wave function may or may not have. That identical fermions are described by such functions is a physical postulate and appears nowhere as a theorem here.

```lean
/-- `F` is antisymmetric if every relabelling multiplies it by the sign of the permutation. -/
def IsAntisymmetric (F : Wave X N) : Prop :=
  ∀ (σ : Perm (Fin N)) (x : Fin N → X), F (x ∘ σ) = sgn σ * F x
```

The orbitals are a family `φ` of N arbitrary complex functions on `X`. They are not assumed orthogonal, normalised or linearly independent.

```lean
/-- The Hartree product: particle `i` in orbital `φ i`. -/
def hartree (φ : Fin N → X → ℂ) (x : Fin N → X) : ℂ := ∏ i, φ i (x i)
```

Rows of the Slater matrix belong to particles and columns to orbitals.

```lean
/-- The Slater matrix: row `i` belongs to particle `i`, column `j` to orbital `φ j`. -/
def slaterMatrix (φ : Fin N → X → ℂ) (x : Fin N → X) : Matrix (Fin N) (Fin N) ℂ :=
  Matrix.of fun i j => φ j (x i)
```

The explicit example takes two particles with X = ℂ and the function x₀ − x₁. It serves as an algebraic example only and is not a normalisable state.

```lean
/-- The relative coordinate `x₀ - x₁` of two particles in the complex plane. -/
def relative (x : Fin 2 → ℂ) : ℂ := x 0 - x 1
```

## The projector properties

The two properties of the sign come first. Multiplicativity is taken from `Equiv.Perm.sign_mul` and passed through the maps from the units to ℤ and from ℤ to ℂ.

```lean
/-- The sign of a product of permutations is the product of the signs. -/
theorem sgn_mul (σ τ : Perm (Fin N)) : sgn (σ * τ) = sgn σ * sgn τ := by
  unfold sgn
  rw [Equiv.Perm.sign_mul, Units.val_mul, Int.cast_mul]
```

For the square, `Int.units_eq_one_or` splits into the cases +1 and −1, and each squares to one.

```lean
/-- The sign of a permutation squares to one. -/
theorem sgn_mul_self (σ : Perm (Fin N)) : sgn σ * sgn σ = 1 := by
  rcases Int.units_eq_one_or (Equiv.Perm.sign σ) with h | h <;> simp [sgn, h]
```

Linearity is stated for a general combination `a • F + b • G`, which contains additivity and homogeneity together. The proof fixes a configuration, moves all constant factors inside the sums, merges the two sums on the right into one, and compares the terms for each σ, where `ring` checks the distributive law. This is the term-by-term argument by hand.

```lean
/-- The antisymmetrizer is linear over the complex numbers. -/
theorem asym_linear (a b : ℂ) (F G : Wave X N) :
    asym (a • F + b • G) = a • asym F + b • asym G := by
  funext x
  simp only [asym, Pi.add_apply, Pi.smul_apply, smul_eq_mul, Finset.mul_sum]
  rw [← Finset.sum_add_distrib]
  refine Finset.sum_congr rfl fun σ _ => ?_
  ring
```

The theorem `asym_isAntisymmetric` has no hypothesis on `F`. Its content is the statement `key`, the hand calculation without the prefactor 1/N!. The factor `sgn τ` is moved inside the sum on the right, and `Fintype.sum_equiv` identifies two sums over the group along the bijection `Equiv.mulLeft τ`, which is σ ↦ τσ. It remains to show that the term of σ on the left equals the term of ρ = τσ on the right. The `change` step writes x∘(τσ) as (x∘τ)∘σ, the two being the same function by definition of the product. After `sgn_mul` the claim is

sgn σ · f = sgn τ · (sgn τ · sgn σ · f),  f = F((x∘τ)∘σ),

and the difference of the two sides is −sgn σ · f times ((sgn τ)² − 1). That multiple of `sgn_mul_self τ` is what `linear_combination` is given.

```lean
/-- The antisymmetrized function is antisymmetric, whatever `F` is. -/
theorem asym_isAntisymmetric (F : Wave X N) : IsAntisymmetric (asym F) := by
  intro τ x
  -- reindex the sum over the group by σ ↦ τσ
  have key : ∑ σ : Perm (Fin N), sgn σ * F ((x ∘ τ) ∘ σ)
      = sgn τ * ∑ σ : Perm (Fin N), sgn σ * F (x ∘ σ) := by
    rw [Finset.mul_sum]
    refine Fintype.sum_equiv (Equiv.mulLeft τ) _ _ (fun σ => ?_)
    change sgn σ * F ((x ∘ τ) ∘ σ) = sgn τ * (sgn (τ * σ) * F ((x ∘ τ) ∘ σ))
    rw [sgn_mul]
    linear_combination (-(sgn σ * F ((x ∘ τ) ∘ σ))) * sgn_mul_self τ
  unfold asym
  rw [key]
  ring
```

The characterisation of fixed points has two directions. If `asym F = F`, the antisymmetry of `asym F` is rewritten with this equation and becomes the antisymmetry of `F`. In the other direction, `hterm` says that each signed term equals F(x), and `hsum` adds N! equal terms, with `Fintype.card_perm` supplying the order of the symmetric group. The cancellation of 1/N! against N! uses `hN`, which states that N! is nonzero as a complex number.

```lean
/-- The antisymmetrizer leaves `F` unchanged exactly when `F` is antisymmetric. -/
theorem asym_eq_self_iff (F : Wave X N) : asym F = F ↔ IsAntisymmetric F := by
  constructor
  · intro h
    have hA := asym_isAntisymmetric F
    rwa [h] at hA
  · intro h
    funext x
    -- each of the N! terms equals F x
    have hterm : ∀ σ : Perm (Fin N), sgn σ * F (x ∘ σ) = F x := fun σ => by
      rw [h σ x, ← mul_assoc, sgn_mul_self, one_mul]
    have hsum : ∑ σ : Perm (Fin N), sgn σ * F (x ∘ σ) = (N.factorial : ℂ) * F x :=
      calc ∑ σ : Perm (Fin N), sgn σ * F (x ∘ σ) = ∑ _σ : Perm (Fin N), F x :=
            Finset.sum_congr rfl (fun σ _ => hterm σ)
        _ = (N.factorial : ℂ) * F x := by
            rw [Finset.sum_const, Finset.card_univ, Fintype.card_perm, Fintype.card_fin,
              nsmul_eq_mul]
    have hN : (N.factorial : ℂ) ≠ 0 := Nat.cast_ne_zero.mpr (Nat.factorial_ne_zero N)
    unfold asym
    rw [hsum, ← mul_assoc, one_div, inv_mul_cancel₀ hN, one_mul]
```

Idempotency is the reverse direction of this equivalence applied to the function `asym F`, whose antisymmetry is already known.

```lean
/-- Antisymmetrizing twice gives the same result as antisymmetrizing once. -/
theorem asym_asym (F : Wave X N) : asym (asym F) = asym F :=
  (asym_eq_self_iff (asym F)).mpr (asym_isAntisymmetric F)
```

The main theorem joins the three statements. Read in words: for every one-particle set X and every particle number N, first, A(aF + bG) = a A F + b A G for all complex a, b and all wave functions F, G; second, A(A F) = A F for all F; third, for all F, A F = F holds if and only if F(x∘σ) = sgn σ · F(x) for all σ and x. It carries no hypotheses beyond the types of its objects.

```lean
/-- The antisymmetrizer is linear and idempotent, and its fixed points are exactly the
antisymmetric wave functions. -/
theorem antisymmetrizer_is_projector :
    (∀ (a b : ℂ) (F G : Wave X N), asym (a • F + b • G) = a • asym F + b • asym G) ∧
    (∀ F : Wave X N, asym (asym F) = asym F) ∧
    (∀ F : Wave X N, asym F = F ↔ IsAntisymmetric F) :=
  ⟨asym_linear, asym_asym, asym_eq_self_iff⟩
```

## Further properties

The theorem `asym_permute` is A P_τ = sgn τ · A, stated as an equation of wave functions for each τ and `F`. Together with `asym_isAntisymmetric`, which says pointwise that P_τ A F = sgn τ · A F, it shows that a relabelling on either side of A contributes only its sign. The proof has the same shape as before. The nested argument is now `(x ∘ σ) ∘ τ`, so the bijection is `Equiv.mulRight τ`, which is σ ↦ στ.

```lean
/-- Relabelling the particles before antisymmetrizing multiplies the result by the sign of
the permutation. -/
theorem asym_permute (τ : Perm (Fin N)) (F : Wave X N) :
    asym (permute τ F) = sgn τ • asym F := by
  funext x
  -- reindex the sum over the group by σ ↦ στ
  have key : ∑ σ : Perm (Fin N), sgn σ * F ((x ∘ σ) ∘ τ)
      = sgn τ * ∑ σ : Perm (Fin N), sgn σ * F (x ∘ σ) := by
    rw [Finset.mul_sum]
    refine Fintype.sum_equiv (Equiv.mulRight τ) _ _ (fun σ => ?_)
    change sgn σ * F ((x ∘ σ) ∘ τ) = sgn τ * (sgn (σ * τ) * F ((x ∘ σ) ∘ τ))
    rw [sgn_mul]
    linear_combination (-(sgn σ * F ((x ∘ σ) ∘ τ))) * sgn_mul_self τ
  simp only [asym, permute, Pi.smul_apply, smul_eq_mul]
  rw [key]
  ring
```

The next theorem states that antisymmetry under the whole group is equivalent to a change of sign under every exchange `Equiv.swap i j` of two different labels. The restriction `i ≠ j` is needed because the swap of a label with itself is the identity, and the condition F(x) = −F(x) would force F to vanish. The auxiliary fact `hswap` gives the sign −1 of a transposition, and the forward direction is the definition applied to that transposition. For the reverse direction, `Equiv.Perm.swap_induction_on` is the induction over products of transpositions: a property that holds for the identity and passes from f to (i j) f holds for all permutations. The induction hypothesis `ih` is quantified over all configurations, and `h1` uses it at x∘(i j), as in the chain of equalities by hand.

```lean
/-- `F` is antisymmetric under all permutations exactly when it changes sign under every
exchange of two different particles. -/
theorem isAntisymmetric_iff_swap (F : Wave X N) :
    IsAntisymmetric F ↔
      ∀ i j : Fin N, i ≠ j → ∀ x : Fin N → X, F (x ∘ Equiv.swap i j) = -F x := by
  have hswap : ∀ i j : Fin N, i ≠ j → sgn (Equiv.swap i j) = -1 := by
    intro i j hij
    unfold sgn
    rw [Equiv.Perm.sign_swap hij]
    simp
  constructor
  · intro h i j hij x
    rw [h (Equiv.swap i j) x, hswap i j hij]
    ring
  · intro h σ
    -- every permutation is a product of transpositions
    refine Equiv.Perm.swap_induction_on σ ?_ ?_
    · intro x
      simp [sgn]
    · intro f i j hij ih x
      have h1 : F ((x ∘ Equiv.swap i j) ∘ f) = sgn f * F (x ∘ Equiv.swap i j) := ih _
      change F ((x ∘ Equiv.swap i j) ∘ f) = sgn (Equiv.swap i j * f) * F x
      rw [h1, h i j hij x, sgn_mul, hswap i j hij]
      ring
```

The vanishing at coincidence is stated for `asym F` with arbitrary `F`, under the hypotheses `hij`, that the labels differ, and `hx`, that the coordinates agree. The coordinate is the full point of X. If X includes spin, two electrons at the same position with opposite spin labels do not satisfy `hx`, and the theorem says nothing about them. The result is the coordinate form of the exclusion rule for functions that have been antisymmetrized; the Pauli principle as a law of nature, that fermions have such wave functions, is presupposed in that reading and not derived. In the proof, `hfix` checks x∘(i j) = x label by label, for k = i, for k = j and for all other k. The exchange criterion then gives (A F)(x) = −(A F)(x), and half of this equation is the claim.

```lean
/-- The antisymmetrized function vanishes on every configuration in which two different
particles have the same coordinate. -/
theorem asym_eq_zero_of_coincide (F : Wave X N) (x : Fin N → X) (i j : Fin N)
    (hij : i ≠ j) (hx : x i = x j) : asym F x = 0 := by
  -- the exchange of i and j leaves the configuration fixed
  have hfix : x ∘ Equiv.swap i j = x := by
    funext k
    show x (Equiv.swap i j k) = x k
    by_cases h1 : k = i
    · rw [h1, Equiv.swap_apply_left, hx]
    · by_cases h2 : k = j
      · rw [h2, Equiv.swap_apply_right, hx]
      · rw [Equiv.swap_apply_of_ne_of_ne h1 h2]
  have h := (isAntisymmetric_iff_swap (asym F)).mp (asym_isAntisymmetric F) i j hij x
  rw [hfix] at h
  linear_combination (1 / 2 : ℂ) * h
```

The determinant formula holds at every configuration and for every family of orbitals. Mathlib's `Matrix.det_apply'` is the Leibniz formula with the permutation acting on the row index. Since rows belong to particles, the product of the entries M_{σ(i), i} is the Hartree product at x∘σ as it stands, and `rfl` closes the goal without any reindexing or transposition. The prefactor is the projector's 1/N!. The conventional Slater determinant carries 1/√(N!) and therefore equals √(N!) · A H.

```lean
/-- The antisymmetrized Hartree product is `1 / N!` times the determinant of the Slater
matrix. -/
theorem asym_hartree (φ : Fin N → X → ℂ) (x : Fin N → X) :
    asym (hartree φ) x = (1 / (N.factorial : ℂ)) * (slaterMatrix φ x).det := by
  unfold asym
  rw [Matrix.det_apply']
  rfl
```

Some familiar facts lie beyond these theorems and are recalled without proof in this section: that 1/√(N!) normalises the determinant when the orbitals are orthonormal, that the determinant vanishes identically when two orbitals are equal, and that A commutes with a Hamiltonian symmetric in the particle labels.

The last theorem exhibits a nonzero fixed point: `relative` is antisymmetric, it satisfies `asym relative = relative`, and its value at the configuration `![1, 0]`, where x₀ = 1 and x₁ = 0, is 1. For N = 2 and X = ℂ the space onto which A projects is therefore not the zero space. Antisymmetry is checked through the exchange criterion. For two labels the only pairs with i ≠ j are (0, 1) and (1, 0), which `hc` lists, and in both cases the claim is x₁ − x₀ = −(x₀ − x₁). The fixed-point property then follows from `asym_eq_self_iff`.

```lean
/-- The relative coordinate of two particles is antisymmetric, is fixed by the
antisymmetrizer, and takes the value one at the configuration `(1, 0)`. -/
theorem isAntisymmetric_witness :
    IsAntisymmetric relative ∧ asym relative = relative ∧ relative ![1, 0] = 1 := by
  have hanti : IsAntisymmetric relative := by
    refine (isAntisymmetric_iff_swap relative).mpr ?_
    intro i j hij x
    have hc : ∀ i j : Fin 2, i ≠ j → (i = 0 ∧ j = 1) ∨ (i = 1 ∧ j = 0) := by decide
    rcases hc i j hij with ⟨rfl, rfl⟩ | ⟨rfl, rfl⟩ <;> simp [relative]
  refine ⟨hanti, (asym_eq_self_iff relative).mpr hanti, ?_⟩
  simp [relative]

end

end Antisymmetrizer
```

```lean
#print axioms Antisymmetrizer.antisymmetrizer_is_projector
#print axioms Antisymmetrizer.asym_permute
#print axioms Antisymmetrizer.asym_eq_zero_of_coincide
#print axioms Antisymmetrizer.asym_hartree
```

```
'Antisymmetrizer.antisymmetrizer_is_projector' depends on axioms: [propext, Classical.choice, Quot.sound]
'Antisymmetrizer.asym_permute' depends on axioms: [propext, Classical.choice, Quot.sound]
'Antisymmetrizer.asym_eq_zero_of_coincide' depends on axioms: [propext, Classical.choice, Quot.sound]
'Antisymmetrizer.asym_hartree' depends on axioms: [propext, Classical.choice, Quot.sound]
```
